# For a zero-range interaction, s-wave level shifts in a large spherical box give the scattering length

If a branch of $\tan(kL)=ka$ could hold two roots, or none, "the shift of the level near $kL=\pi$" would have no definite meaning, and the scattering length I extract from it would depend on where my root finder stopped. I have two particles with a short-range interaction, relative wave number $k$, reduced mass $m$ and scattering length $a$, and a hard wall at separation $L$. The estimate I use is $\Delta E\approx\hbar^2\pi^2a/(mL^3)$, which comes from expanding the tangent near $\pi$. But $ka$ isn't small when $|a|$ is comparable to $L$. Is there always exactly one root on that branch, and is the estimate right for either sign of $a$?

## One root on each branch, and its limit

Yes to both, if the interaction is described by $a$ alone and the estimate is read as a limit $L\to\infty$ at fixed $a$.

Take the unnormalised radial function $u(r)=\sin(kr)-ka\cos(kr)$, where $u(r)/r$ is the s-wave function of the relative motion. Its slope is $u'(r)=k\cos(kr)+k^2a\sin(kr)$, so $u''=-k^2u$ and $u(0)=-ka=-a\,u'(0)$. This contact condition stands for a short-range potential seen at low energy. The wall requires $u(L)=0$, that is, $\sin(kL)=ka\cos(kL)$. For an integer $n\ge1$, consider the window
$$(n-\tfrac12)\pi<kL<(n+\tfrac12)\pi .$$
The cosine has no zero there, so the wall condition is equivalent to $\tan(kL)=ka$. Your branch is $n=1$.

**At most one root.** With $x=kL>0$, the equation reads $\tan x/x=a/L$, and
$$\frac{d}{dx}\frac{\tan x}{x}=\frac{x-\sin x\cos x}{x^2\cos^2x}=\frac{2x-\sin2x}{2x^2\cos^2x}>0 .$$
A strictly increasing function takes the value $a/L$ at most once.

**At least one root.** Put $y=kL-n\pi$. The function $\sin y-\frac aL(y+n\pi)\cos y$ equals $-1$ at $y=-\pi/2$ and $+1$ at $y=\pi/2$, so it vanishes somewhere between. Dividing by $\cos y>0$ gives the tangent equation for $k=(y+n\pi)/L$.

**The limit.** The window forces $k\to0$ as $L\to\infty$, hence $y=\arctan(ka)\to0$. Multiplying $\sin y=ka\cos y$ by $L$ and using $kL=y+n\pi$ gives
$$L\,y=\frac{a(y+n\pi)\cos y}{\operatorname{sinc}y}\to n\pi a,\qquad \operatorname{sinc}y=\frac{\sin y}{y},\quad \operatorname{sinc}0=1 .$$

**The energy.** With $E=\hbar^2k^2/(2m)$ and $\Delta E$ measured from the free level $k=n\pi/L$,
$$\frac{mL^3\Delta E}{\hbar^2\pi^2n^2}=\frac{L\,y\,(y+2n\pi)}{2\pi^2n^2}\to a .$$

**The sign.** At any finite $L$, $k$ and $\cos y$ are positive, so $\sin y=ka\cos y$ gives $y$ the sign of $a$. The level is raised exactly when $a>0$.

## What the Lean statements say

`outerWave` and `outerSlope` are $u$ and $u'$. `IsBoxLevel n a L k` says that $kL$ lies in the $n$-th window and that $\tan(kL)=ka$; `wall_iff` ties this to the vanishing of the wave at the wall. `existsUnique_level` gives exactly one such $k$ for every real $a$, every $L>0$ and every $n\ge1$.

In the two limit theorems, `k : ℝ → ℝ` is any function that picks an $n$-th level for each positive $L$. For $n\ge1$ such a function exists, and its values there are forced. The energy theorem allows any nonzero `m` and `hbar`; physically both are positive.

The offset $y=kL-n\pi$ is related to the scattering phase shift $\delta$, defined by $u\propto\sin(kr+\delta)$: $\delta=-y$ up to multiples of $\pi$, with $\tan\delta=-ka$.

The step left to physics is the replacement of a real potential by this relation at every $k$: a finite-range potential in general obeys it only in the limit $k\to0$. Infinite $a$ is excluded as well.

```lean
import Mathlib

open Real Filter Topology

namespace FiniteBoxShift

noncomputable section

/-- The s-wave radial function `sin (k r) - k a cos (k r)` with wave number `k` and
scattering length `a`. -/
def outerWave (a k r : ℝ) : ℝ := Real.sin (k * r) - k * a * Real.cos (k * r)

/-- The radial slope `k cos (k r) + k² a sin (k r)`. -/
def outerSlope (a k r : ℝ) : ℝ := k * Real.cos (k * r) + k ^ 2 * a * Real.sin (k * r)

/-- `k` is the `n`-th level of a box of radius `L`: the phase `k L` lies strictly within `π / 2` of
`n π`, and `tan (k L) = k a`. -/
structure IsBoxLevel (n : ℕ) (a L k : ℝ) : Prop where
  lower : ((n : ℝ) - 1 / 2) * π < k * L
  upper : k * L < ((n : ℝ) + 1 / 2) * π
  quantized : Real.tan (k * L) = k * a

/-- The kinetic energy `ħ² k² / (2 m)` at wave number `k`, for mass `m ≠ 0`. -/
def energy (hbar m k : ℝ) : ℝ := hbar ^ 2 * k ^ 2 / (2 * m)

/-- The outer wave solves the free radial equation `u'' = -k² u`, and at the origin it obeys
the contact condition `u(0) = -a u'(0)`. -/
theorem outerWave_equation (a k : ℝ) :
    (∀ r, HasDerivAt (outerWave a k) (outerSlope a k r) r) ∧
    (∀ r, HasDerivAt (outerSlope a k) (-k ^ 2 * outerWave a k r) r) ∧
    outerWave a k 0 = -a * outerSlope a k 0 := by
  have hlin : ∀ r : ℝ, HasDerivAt (fun r => k * r) k r := fun r => by
    simpa using (hasDerivAt_id' r).const_mul k
  refine ⟨fun r => ?_, fun r => ?_, ?_⟩
  · refine ((hlin r).sin.fun_sub ((hlin r).cos.const_mul (k * a))).congr_deriv ?_
    unfold outerSlope
    ring
  · refine (((hlin r).cos.const_mul k).fun_add
      ((hlin r).sin.const_mul (k ^ 2 * a))).congr_deriv ?_
    unfold outerWave
    ring
  · simp [outerWave, outerSlope, mul_comm]

/-- The cosine has no zero strictly within `π / 2` of `n π`. -/
theorem cos_ne_zero_of_window {n : ℕ} {x : ℝ} (h1 : ((n : ℝ) - 1 / 2) * π < x)
    (h2 : x < ((n : ℝ) + 1 / 2) * π) : Real.cos x ≠ 0 := by
  intro h0
  have hc : 0 < Real.cos (x - n * π) :=
    Real.cos_pos_of_mem_Ioo ⟨by linarith, by linarith⟩
  rw [Real.cos_sub_nat_mul_pi, h0, mul_zero] at hc
  exact lt_irrefl _ hc

/-- For `k L` strictly within `π / 2` of `n π`, the outer wave vanishes at the wall `r = L`
exactly when `tan (k L) = k a`. -/
theorem wall_iff {n : ℕ} {a L k : ℝ} (h1 : ((n : ℝ) - 1 / 2) * π < k * L)
    (h2 : k * L < ((n : ℝ) + 1 / 2) * π) :
    outerWave a k L = 0 ↔ Real.tan (k * L) = k * a := by
  rw [outerWave, Real.tan_eq_sin_div_cos, div_eq_iff (cos_ne_zero_of_window h1 h2),
    sub_eq_zero]

/-- For a box level, the offset `y = k L - n π` satisfies `sin y = k a cos y`. -/
theorem IsBoxLevel.shift_eq {n : ℕ} {a L k : ℝ} (h : IsBoxLevel n a L k) :
    Real.sin (k * L - n * π) = k * a * Real.cos (k * L - n * π) := by
  have hc : 0 < Real.cos (k * L - n * π) :=
    Real.cos_pos_of_mem_Ioo ⟨by linarith [h.lower], by linarith [h.upper]⟩
  have ht : Real.tan (k * L - n * π) = k * a := by
    rw [Real.tan_sub_nat_mul_pi]
    exact h.quantized
  rwa [Real.tan_eq_sin_div_cos, div_eq_iff hc.ne'] at ht

/-- For `n ≥ 1`, a phase above `(n - 1/2) π` is positive. -/
theorem window_pos {n : ℕ} (hn : 1 ≤ n) {x : ℝ} (h : ((n : ℝ) - 1 / 2) * π < x) :
    0 < x := by
  have h1 : (1 : ℝ) ≤ n := by exact_mod_cast hn
  have h2 := mul_pos (by linarith : (0 : ℝ) < n - 1 / 2) Real.pi_pos
  linarith

/-- For `n ≥ 1`, `tan x / x` is strictly increasing for `x` strictly within `π / 2` of
`n π`. -/
theorem tan_div_strictMonoOn {n : ℕ} (hn : 1 ≤ n) :
    StrictMonoOn (fun x : ℝ => Real.tan x / x)
      (Set.Ioo (((n : ℝ) - 1 / 2) * π) (((n : ℝ) + 1 / 2) * π)) := by
  have hd : ∀ x ∈ Set.Ioo (((n : ℝ) - 1 / 2) * π) (((n : ℝ) + 1 / 2) * π),
      HasDerivAt (fun x : ℝ => Real.tan x / x)
        ((1 / Real.cos x ^ 2 * x - Real.tan x * 1) / x ^ 2) x := fun x hx =>
    (Real.hasDerivAt_tan (cos_ne_zero_of_window hx.1 hx.2)).fun_div (hasDerivAt_id' x)
      (window_pos hn hx.1).ne'
  apply strictMonoOn_of_deriv_pos (convex_Ioo _ _)
    (fun x hx => (hd x hx).continuousAt.continuousWithinAt)
  intro x hx
  rw [interior_Ioo] at hx
  have hx0 := window_pos hn hx.1
  have hc := cos_ne_zero_of_window hx.1 hx.2
  -- the sign of the derivative is that of `2 x - sin (2 x)`
  have hs := Real.sin_lt (by linarith : 0 < 2 * x)
  rw [Real.sin_two_mul] at hs
  have he : 1 / Real.cos x ^ 2 * x - Real.tan x * 1
      = (x - Real.sin x * Real.cos x) / Real.cos x ^ 2 := by
    rw [Real.tan_eq_sin_div_cos]
    field_simp
  rw [(hd x hx).deriv, he]
  exact div_pos (div_pos (by linarith) (by positivity)) (by positivity)

/-- For every real scattering length, every box radius `L > 0` and every `n ≥ 1`, there is
exactly one `n`-th box level. -/
theorem existsUnique_level {n : ℕ} (hn : 1 ≤ n) (a : ℝ) {L : ℝ} (hL : 0 < L) :
    ∃! k, IsBoxLevel n a L k := by
  -- existence: the wall condition changes sign across the window
  obtain ⟨y, hy, hy0⟩ : ∃ y ∈ Set.Icc (-(π / 2)) (π / 2),
      Real.sin y - a / L * (y + n * π) * Real.cos y = 0 := by
    have hcont : ContinuousOn
        (fun y : ℝ => Real.sin y - a / L * (y + n * π) * Real.cos y)
        (Set.Icc (-(π / 2)) (π / 2)) := by fun_prop
    exact intermediate_value_Icc (by linarith [Real.pi_pos]) hcont ⟨by simp, by simp⟩
  have hl : -(π / 2) < y := lt_of_le_of_ne hy.1 (by rintro rfl; simp at hy0)
  have hr : y < π / 2 := lt_of_le_of_ne hy.2 (by rintro rfl; simp at hy0)
  have hc : 0 < Real.cos y := Real.cos_pos_of_mem_Ioo ⟨hl, hr⟩
  have hx : (y + n * π) / L * L = y + n * π := div_mul_cancel₀ _ hL.ne'
  have hlev : IsBoxLevel n a L ((y + n * π) / L) := by
    refine ⟨by rw [hx]; linarith, by rw [hx]; linarith, ?_⟩
    rw [hx, Real.tan_add_nat_mul_pi, Real.tan_eq_sin_div_cos, div_eq_iff hc.ne']
    linear_combination hy0
  -- uniqueness: every level has the same value of `tan x / x`
  have ratio : ∀ k, IsBoxLevel n a L k → Real.tan (k * L) / (k * L) = a / L := by
    intro k h
    have hkL := window_pos hn h.lower
    have hk0 : k ≠ 0 := by
      rintro rfl
      simp at hkL
    rw [h.quantized]
    exact mul_div_mul_left a L hk0
  refine ⟨_, hlev, fun k hk => ?_⟩
  exact mul_right_cancel₀ hL.ne' ((tan_div_strictMonoOn hn).injOn ⟨hk.lower, hk.upper⟩
    ⟨hlev.lower, hlev.upper⟩ ((ratio _ hk).trans (ratio _ hlev).symm))

/-- As the box grows, the `n`-th levels `k_L` satisfy `L (k_L L - n π) → n π a`. -/
theorem tendsto_shift {n : ℕ} {a : ℝ} {k : ℝ → ℝ}
    (hk : ∀ L, 0 < L → IsBoxLevel n a L (k L)) :
    Tendsto (fun L => L * (k L * L - n * π)) atTop (𝓝 (n * π * a)) := by
  obtain ⟨y, hydef⟩ : ∃ y : ℝ → ℝ, ∀ L, y L = k L * L - n * π := ⟨_, fun _ => rfl⟩
  -- the wave number tends to zero
  have hk0 : Tendsto k atTop (𝓝 0) := by
    refine tendsto_of_tendsto_of_tendsto_of_le_of_le'
      ((tendsto_const_nhds (x := ((n : ℝ) - 1 / 2) * π)).div_atTop tendsto_id)
      ((tendsto_const_nhds (x := ((n : ℝ) + 1 / 2) * π)).div_atTop tendsto_id) ?_ ?_
    · filter_upwards [eventually_gt_atTop 0] with L hL
      exact (div_le_iff₀ hL).2 (hk L hL).lower.le
    · filter_upwards [eventually_gt_atTop 0] with L hL
      exact (le_div_iff₀ hL).2 (hk L hL).upper.le
  -- hence so does the offset `y = k L - n π = arctan (k a)`
  have hy : Tendsto y atTop (𝓝 0) := by
    have h := (Real.continuous_arctan.tendsto (0 * a)).comp (hk0.mul_const a)
    rw [zero_mul, Real.arctan_zero] at h
    refine h.congr' ?_
    filter_upwards [eventually_gt_atTop 0] with L hL
    have hl := hk L hL
    change Real.arctan (k L * a) = y L
    rw [← hl.quantized, ← Real.tan_sub_nat_mul_pi (k L * L) n, hydef]
    exact Real.arctan_tan (by linarith [hl.lower]) (by linarith [hl.upper])
  have hsinc : Tendsto (fun L => Real.sinc (y L)) atTop (𝓝 (Real.sinc 0)) :=
    (Real.continuous_sinc.tendsto 0).comp hy
  have hcos : Tendsto (fun L => Real.cos (y L)) atTop (𝓝 (Real.cos 0)) :=
    (Real.continuous_cos.tendsto 0).comp hy
  have hne : Real.sinc 0 ≠ 0 := by simp
  have hq := (((hy.add_const ((n : ℝ) * π)).const_mul a).mul hcos).div hsinc hne
  have he : a * (0 + (n : ℝ) * π) * Real.cos 0 / Real.sinc 0 = n * π * a := by
    rw [Real.cos_zero, Real.sinc_zero]
    ring
  rw [he] at hq
  refine hq.congr' ?_
  filter_upwards [eventually_gt_atTop 0, hsinc.eventually_ne hne] with L hL hs
  have hsin : y L * Real.sinc (y L) = Real.sin (y L) := by
    by_cases h0 : y L = 0
    · simp [h0]
    · rw [Real.sinc_of_ne_zero h0, mul_div_cancel₀ _ h0]
  have hshift := (hk L hL).shift_eq
  rw [← hydef] at hshift
  change a * (y L + n * π) * Real.cos (y L) / Real.sinc (y L) = L * (k L * L - n * π)
  rw [← hydef, div_eq_iff hs]
  linear_combination (-L) * hsin - L * hshift + a * Real.cos (y L) * hydef L

/-- The energy shift of the `n`-th level, `n ≥ 1`, from its free value at `k = n π / L`
measures the scattering length: `m L³ ΔE / (ħ² π² n²) → a` for nonzero `m` and `ħ`. -/
theorem energy_shift_measures_scattering_length {n : ℕ} (hn : 1 ≤ n) {a hbar m : ℝ}
    (hh : hbar ≠ 0) (hm : m ≠ 0) {k : ℝ → ℝ}
    (hk : ∀ L, 0 < L → IsBoxLevel n a L (k L)) :
    Tendsto (fun L => m * L ^ 3 * (energy hbar m (k L) - energy hbar m (n * π / L))
      / (hbar ^ 2 * π ^ 2 * n ^ 2)) atTop (𝓝 a) := by
  have hn0 : (n : ℝ) ≠ 0 := by
    have : (1 : ℝ) ≤ n := by exact_mod_cast hn
    linarith
  have hpi := Real.pi_ne_zero
  have hs := tendsto_shift hk
  have hy : Tendsto (fun L => k L * L - n * π) atTop (𝓝 0) := by
    refine (hs.div_atTop tendsto_id).congr' ?_
    filter_upwards [eventually_gt_atTop 0] with L hL
    exact mul_div_cancel_left₀ _ hL.ne'
  -- factor the difference of squares `(k L)² - (n π)²`
  have hq := (hs.mul (hy.add_const (2 * (n * π)))).div_const (2 * π ^ 2 * (n : ℝ) ^ 2)
  have he : (n : ℝ) * π * a * (0 + 2 * (n * π)) / (2 * π ^ 2 * (n : ℝ) ^ 2) = a := by
    rw [div_eq_iff (by positivity)]
    ring
  rw [he] at hq
  refine hq.congr' ?_
  filter_upwards [eventually_gt_atTop 0] with L hL
  have hL0 := hL.ne'
  unfold energy
  field_simp
  ring

/-- In a box of any radius `L > 0`, the `n`-th level with `n ≥ 1` lies above the free wave
number `n π / L` exactly when the scattering length is positive. -/
theorem level_raised_iff {n : ℕ} (hn : 1 ≤ n) {a L k : ℝ} (hL : 0 < L)
    (h : IsBoxLevel n a L k) : n * π / L < k ↔ 0 < a := by
  have hk : 0 < k := pos_of_mul_pos_left (window_pos hn h.lower) hL.le
  have hc : 0 < Real.cos (k * L - n * π) :=
    Real.cos_pos_of_mem_Ioo ⟨by linarith [h.lower], by linarith [h.upper]⟩
  have hs := h.shift_eq
  rw [div_lt_iff₀ hL]
  constructor
  · intro hy
    have hp : 0 < Real.sin (k * L - n * π) :=
      Real.sin_pos_of_pos_of_lt_pi (by linarith) (by linarith [h.upper, Real.pi_pos])
    by_contra ha
    have := mul_nonneg (mul_pos hk hc).le (by linarith : 0 ≤ -a)
    linarith
  · intro ha
    by_contra hy
    have hp : 0 ≤ Real.sin (-(k * L - n * π)) :=
      Real.sin_nonneg_of_nonneg_of_le_pi (by linarith) (by linarith [h.lower, Real.pi_pos])
    rw [Real.sin_neg] at hp
    have := mul_pos (mul_pos hk ha) hc
    linarith

end

end FiniteBoxShift
```

```lean
#print axioms FiniteBoxShift.wall_iff
-- 'FiniteBoxShift.wall_iff' depends on axioms: [propext, Classical.choice, Quot.sound]
#print axioms FiniteBoxShift.existsUnique_level
-- 'FiniteBoxShift.existsUnique_level' depends on axioms: [propext, Classical.choice, Quot.sound]
#print axioms FiniteBoxShift.energy_shift_measures_scattering_length
-- 'FiniteBoxShift.energy_shift_measures_scattering_length' depends on axioms: [propext, Classical.choice, Quot.sound]
#print axioms FiniteBoxShift.level_raised_iff
-- 'FiniteBoxShift.level_raised_iff' depends on axioms: [propext, Classical.choice, Quot.sound]
```

## How the Lean proof is built

`outerWave_equation` differentiates the wave twice and evaluates it at the origin. `cos_ne_zero_of_window` and `window_pos` supply the two facts that permit division by $\cos x$ and by $x$.

`tan_div_strictMonoOn` computes the derivative above and gets its sign from `Real.sin_lt`, applied to $2x$. In `existsUnique_level`, `intermediate_value_Icc` finds the zero $y$, and the endpoints are excluded because the function is $\pm1$ there. The auxiliary statement `ratio` says that every level has $\tan x/x=a/L$, so injectivity identifies any two.

`tendsto_shift` squeezes $k$ between the window edges divided by $L$, passes to $y$ through the arctangent, and takes the limit of the quotient with `Real.sinc`, which also handles $y=0$. The final `linear_combination` is the multiplication of `shift_eq` by $L$. The energy theorem factors the difference of squares, and `level_raised_iff` compares the signs of $\sin y$ and $a$.

## The branch below, and a numerical case

Uniqueness fails if $n=0$ is admitted. For $a=2$, $L=1$, the equation $\tan k=2k$ has three roots in $-\pi/2<k<\pi/2$: $k=0$ and $k\approx\pm1.166$. The positive one is a genuine level below your branch. Such a level exists whenever $a>L$, because $\tan x/x$ rises from $1$ to infinity on $(0,\pi/2)$, so $n=1$ is then not the lowest state. When $0<a<L$, the contact condition instead gives a bound state of negative energy below the $n=1$ level.

To use the estimate in a two-body calculation, one solves the radial equation with $u(L)=0$, subtracts $\hbar^2\pi^2/(2mL^2)$ from the energy of the $n=1$ level, and multiplies by $mL^3/(\hbar^2\pi^2)$. For this zero-range model with $a=100$ bohr and $L=10\,000$ bohr, $kL-\pi\approx0.0317$ and the result is about $101.5$ bohr. The excess shrinks as $L$ grows. Evaluating $\tan(kL)/k$ from the same level returns $100$ bohr already at this $L$; for a potential of range shorter than $L$ it would return $-\tan\delta(k)/k$ at that $k$.
